# For commuting nilpotent excitations, the coupled-cluster transform of the photon annihilator is the annihilator plus a finite shift

## Why does the transform stop if the photon creator is not nilpotent?

For a molecule coupled to one cavity mode, with photon annihilator $b$ and creator $c$, I use the cluster operator $T=X_0+X_1c+\dots+X_mc^m$, where $X_j$ is an electronic excitation accompanied by $j$ created photons. I am told that

$$e^{-T}\,b\,e^{T}=b+X_1+2X_2c+\dots+mX_mc^{m-1}.$$

In the purely electronic theory I expect series to end, because only finitely many electrons can be excited. But $c$ can be applied for ever, and it does not commute with $b$. Why is there no infinite tail here, and why does a photon operator pick up electronic excitations?

## The commutator with the annihilator already commutes with the cluster operator

The formula is exact when $bc-cb=1$ and the $X_j$ are nilpotent and commute with each other and with $b$ and $c$. Two separate things end. The series for $e^T$ is finite because every term of $T$ carries a nilpotent electronic factor, which disposes of the powers of $c$ as well. The transform of $b$ stops after one commutator because $[b,T]$ commutes with $T$. That commutator contains excitations because $b$ removes one of the photons that accompany them.

Write the shift as

$$D=\sum_{j=0}^{m-1}(j+1)\,X_{j+1}c^{j}.$$

For $m=0$ the sum is empty, $T=X_0$, and $b$ is unchanged.

**$T$ is nilpotent.** If $X_j^n=0$, then $(X_jc^j)^n=X_j^nc^{jn}=0$. The terms commute, since $X_ic^pX_jc^q=X_iX_jc^{p+q}=X_jc^qX_ic^p$. If $u$ and $v$ commute and $u^p=v^q=0$, each term of the binomial expansion of $(u+v)^{p+q}$ contains $u$ at least $p$ times or $v$ at least $q$ times, so it vanishes. Adding the terms of $T$ one by one gives the claim.

**Moving $b$ through a power.** Let $bt=tb+d$ with $dt=td$. Then

$$bt^{n+1}=t^{n+1}b+(n+1)t^nd.$$

The case $n=0$ is the assumption, and the induction step is

$$bt^{n+2}=\bigl(t^{n+1}b+(n+1)t^nd\bigr)t=t^{n+1}(tb+d)+(n+1)t^{n+1}d=t^{n+2}b+(n+2)t^{n+1}d.$$

**The commutator with $T$.** With $t=c$ and $d=1$ this reads $bc^{j+1}=c^{j+1}b+(j+1)c^j$. Multiply by $X_{j+1}$, which commutes with $b$, and sum over $j$. The term $X_0$ commutes with $b$ and contributes nothing, so $bT=Tb+D$. Every term of $D$ is an excitation times a power of $c$, hence $DT=TD$.

**The exponential.** Let $T^n=0$. Then $e^T$ may be summed up to $k=n$ or only up to $k=n-1$. Using the power rule with $t=T$ and $d=D$,

$$be^T=b+\sum_{k=0}^{n-1}\frac{bT^{k+1}}{(k+1)!}
=\Bigl(1+\sum_{k=0}^{n-1}\frac{T^{k+1}}{(k+1)!}\Bigr)b+\sum_{k=0}^{n-1}\frac{T^k}{k!}D=e^T(b+D).$$

Multiplying by $e^{-T}$ from the left gives $e^{-T}be^T=b+D$.

**What follows for the coupling and the state.** For $m=1$ the shift is just $X_1$. Since $c$ commutes with $T$, a light–matter coupling $d(b+c)$, where $d$ is now any operator, such as a dipole operator times a coupling strength, becomes

$$e^{-T}d(b+c)e^T=\bigl(e^{-T}de^T\bigr)(b+c+D).$$

If $bv=0$, then $be^Tv=e^T(b+D)v=e^TDv=De^Tv$: on the cluster state, removing a photon is the same as applying $D$.

Here is the same argument in Lean.

```lean
import Mathlib

open Finset

namespace QEDCoupledClusterShift

noncomputable section

variable {A : Type*} [Ring A]

/-- A photon mode with annihilator `b` and creator `c`, `bc - cb = 1`, together with nilpotent
electronic excitations `X j` that commute with each other and with the photon operators. -/
structure IsPhotonCluster (b c : A) (X : ℕ → A) : Prop where
  ccr : b * c - c * b = 1
  nilpotent : ∀ j, IsNilpotent (X j)
  comm : ∀ i j, Commute (X i) (X j)
  comm_b : ∀ j, Commute (X j) b
  comm_c : ∀ j, Commute (X j) c

/-- The cluster operator `T = X₀ + X₁ c + ... + X_m c^m`: the excitation `X j` is accompanied
by the creation of `j` photons. -/
def cluster (c : A) (X : ℕ → A) (m : ℕ) : A := ∑ j ∈ range (m + 1), X j * c ^ j

/-- The operator `X₁ + 2 X₂ c + ... + m X_m c^(m-1)`, the formal derivative of the cluster
operator with respect to the photon creator. -/
def shift (c : A) (X : ℕ → A) (m : ℕ) : A := ∑ j ∈ range m, (j + 1) • (X (j + 1) * c ^ j)

/-- If the commutator `d` of `b` with `t` commutes with `t`, then moving `b` through a power
`t ^ (n + 1)` leaves behind the additional term `(n + 1) • (t ^ n * d)`. -/
theorem lower_mul_pow {b t d : A} (h : b * t = t * b + d) (hd : Commute d t) (n : ℕ) :
    b * t ^ (n + 1) = t ^ (n + 1) * b + (n + 1) • (t ^ n * d) := by
  induction n with
  | zero => simpa using h
  | succ n ih =>
    calc b * t ^ (n + 1 + 1) = (b * t ^ (n + 1)) * t := by rw [pow_succ t (n + 1), mul_assoc]
      _ = t ^ (n + 1) * (b * t) + (n + 1) • (t ^ n * (d * t)) := by
        rw [ih, add_mul, smul_mul_assoc, mul_assoc, mul_assoc]
      _ = t ^ (n + 1 + 1) * b + (n + 1 + 1) • (t ^ (n + 1) * d) := by
        rw [h, hd.eq, mul_add, ← mul_assoc, ← mul_assoc, ← pow_succ, ← pow_succ,
          succ_nsmul _ (n + 1)]
        abel

namespace IsPhotonCluster

variable {b c : A} {X : ℕ → A}

/-- Any two excitations dressed with created photons commute. -/
theorem term_commute (h : IsPhotonCluster b c X) (i j p q : ℕ) :
    Commute (X i * c ^ p) (X j * c ^ q) :=
  ((h.comm i j).mul_right ((h.comm_c i).pow_right q)).mul_left
    (((h.comm_c j).pow_right p).symm.mul_right ((Commute.refl c).pow_pow p q))

/-- The electron-photon cluster operator is nilpotent. -/
theorem cluster_nilpotent (h : IsPhotonCluster b c X) (m : ℕ) :
    IsNilpotent (cluster c X m) := by
  have hterm : ∀ j, IsNilpotent (X j * c ^ j) := fun j => by
    obtain ⟨n, hn⟩ := h.nilpotent j
    exact ⟨n, by rw [((h.comm_c j).pow_right j).mul_pow, hn, zero_mul]⟩
  unfold cluster
  induction m with
  | zero => simpa using hterm 0
  | succ m ih =>
    rw [sum_range_succ]
    exact Commute.isNilpotent_add
      (Commute.sum_left _ _ _ fun i _ => h.term_commute i (m + 1) i (m + 1)) ih (hterm (m + 1))

/-- The shift commutes with the cluster operator. -/
theorem shift_commute (h : IsPhotonCluster b c X) (m : ℕ) :
    Commute (shift c X m) (cluster c X m) :=
  Commute.sum_left _ _ _ fun i _ => Commute.sum_right _ _ _ fun j _ =>
    (h.term_commute (i + 1) j i j).smul_left (i + 1)

/-- The commutator of the photon annihilator with the cluster operator is the shift. -/
theorem lower_mul_cluster (h : IsPhotonCluster b c X) (m : ℕ) :
    b * cluster c X m = cluster c X m * b + shift c X m := by
  have hbc : b * c = c * b + 1 := by rw [← h.ccr]; abel
  have key : ∀ j, b * (X (j + 1) * c ^ (j + 1)) =
      X (j + 1) * c ^ (j + 1) * b + (j + 1) • (X (j + 1) * c ^ j) := fun j => by
    rw [← mul_assoc, ← (h.comm_b (j + 1)).eq, mul_assoc,
      lower_mul_pow hbc (Commute.one_left c) j, mul_add, mul_smul_comm, mul_one, ← mul_assoc]
  have h0 : b * (X 0 * c ^ 0) = X 0 * c ^ 0 * b := by
    rw [pow_zero, mul_one, (h.comm_b 0).eq]
  -- the purely electronic term drops out of the commutator
  rw [cluster, shift, sum_range_succ', mul_add, add_mul, mul_sum, sum_mul, h0]
  simp only [key, sum_add_distrib]
  abel

end IsPhotonCluster

/-- The photon annihilator `d/dx` on polynomials in one variable. -/
def polyLower : Module.End ℚ (Polynomial ℚ) := Polynomial.derivative

/-- The photon creator on polynomials, multiplication by the variable. -/
def polyRaise : Module.End ℚ (Polynomial ℚ) := LinearMap.mulLeft ℚ Polynomial.X

/-- A two-level electronic system with the excitation `!![0, 1; 0, 0]` and a photon mode
represented on polynomials satisfies all the assumed relations. -/
theorem isPhotonCluster_witness :
    IsPhotonCluster (A := Matrix (Fin 2) (Fin 2) (Module.End ℚ (Polynomial ℚ)))
      !![polyLower, 0; 0, polyLower] !![polyRaise, 0; 0, polyRaise]
      (fun _ => !![0, 1; 0, 0]) := by
  have hD : polyLower * polyRaise - polyRaise * polyLower = 1 := LinearMap.ext fun p => by
    change Polynomial.derivative (Polynomial.X * p) - Polynomial.X * Polynomial.derivative p = p
    rw [Polynomial.derivative_mul, Polynomial.derivative_X]
    ring
  refine ⟨?_, fun _ => ⟨2, ?_⟩, fun _ _ => Commute.refl _, fun _ => ?_, fun _ => ?_⟩
  · refine Matrix.ext fun i j => ?_
    fin_cases i <;> fin_cases j <;> simp [hD]
  · refine Matrix.ext fun i j => ?_
    fin_cases i <;> fin_cases j <;> simp [sq, Matrix.mul_apply, Fin.sum_univ_two]
  all_goals
    refine (commute_iff_eq _ _).mpr ?_
    simp only [Matrix.mul_fin_two, zero_mul, mul_zero, one_mul, mul_one, add_zero, zero_add]

variable [Algebra ℚ A]

/-- If the commutator `d` of `b` with a nilpotent `t` commutes with `t`, then moving `b`
through `exp t` adds `d` to it. -/
theorem lower_mul_exp {b t d : A} (h : b * t = t * b + d) (hd : Commute d t)
    (ht : IsNilpotent t) : b * IsNilpotent.exp t = IsNilpotent.exp t * (b + d) := by
  obtain ⟨n, hn⟩ := ht
  have e1 := IsNilpotent.exp_eq_sum hn
  have e2 := IsNilpotent.exp_eq_sum (show t ^ (n + 1) = 0 by rw [pow_succ, hn, zero_mul])
  -- moving `b` through a term of the exponential series leaves the preceding term times `d`
  have key : ∀ k : ℕ, b * (((k + 1).factorial : ℚ)⁻¹ • t ^ (k + 1)) =
      ((k + 1).factorial : ℚ)⁻¹ • t ^ (k + 1) * b + (k.factorial : ℚ)⁻¹ • t ^ k * d := fun k => by
    have hk : ((k + 1 : ℕ) : ℚ) ≠ 0 := Nat.cast_ne_zero.mpr (Nat.succ_ne_zero k)
    have hq : ((k + 1).factorial : ℚ)⁻¹ * ((k + 1 : ℕ) : ℚ) = (k.factorial : ℚ)⁻¹ := by
      rw [Nat.factorial_succ, Nat.cast_mul, mul_inv, mul_comm, ← mul_assoc,
        mul_inv_cancel₀ hk, one_mul]
    rw [mul_smul_comm, lower_mul_pow h hd k, smul_add, smul_mul_assoc, smul_mul_assoc,
      ← Nat.cast_smul_eq_nsmul ℚ, smul_smul, hq]
  have h0 : b * ((Nat.factorial 0 : ℚ)⁻¹ • t ^ 0) = (Nat.factorial 0 : ℚ)⁻¹ • t ^ 0 * b := by
    simp
  rw [mul_add]
  nth_rewrite 3 [e1]
  rw [e2, sum_range_succ', mul_add, add_mul, mul_sum, sum_mul, sum_mul, h0]
  simp only [key, sum_add_distrib]
  abel

namespace IsPhotonCluster

variable {b c : A} {X : ℕ → A}

/-- The coupled-cluster similarity transformation adds to the photon annihilator the finite
shift `X₁ + 2 X₂ c + ... + m X_m c^(m-1)`. -/
theorem transformed_annihilator (h : IsPhotonCluster b c X) (m : ℕ) :
    IsNilpotent.exp (-cluster c X m) * b * IsNilpotent.exp (cluster c X m) =
      b + ∑ j ∈ range m, (j + 1) • (X (j + 1) * c ^ j) := by
  rw [mul_assoc, lower_mul_exp (h.lower_mul_cluster m) (h.shift_commute m)
    (h.cluster_nilpotent m), ← mul_assoc,
    IsNilpotent.exp_neg_mul_exp_self (h.cluster_nilpotent m), one_mul, shift]

/-- With at most one created photon, `T = X₀ + X₁ c`, the annihilator is shifted by the
electronic excitation `X₁`. -/
theorem transformed_annihilator_one (h : IsPhotonCluster b c X) :
    IsNilpotent.exp (-(X 0 + X 1 * c)) * b * IsNilpotent.exp (X 0 + X 1 * c) = b + X 1 := by
  simpa [cluster, sum_range_succ] using h.transformed_annihilator 1

/-- In the transformed light-matter coupling `d (b + c)`, the operator `d` is replaced by its own
transform and the field `b + c` acquires the shift. -/
theorem transformed_coupling (h : IsPhotonCluster b c X) (m : ℕ) (d : A) :
    IsNilpotent.exp (-cluster c X m) * (d * (b + c)) * IsNilpotent.exp (cluster c X m) =
      IsNilpotent.exp (-cluster c X m) * d * IsNilpotent.exp (cluster c X m) *
        (b + c + shift c X m) := by
  have hcT : Commute c (cluster c X m) := Commute.sum_right _ _ _ fun j _ =>
    (h.comm_c j).symm.mul_right ((Commute.refl c).pow_right j)
  have hb := lower_mul_exp (h.lower_mul_cluster m) (h.shift_commute m) (h.cluster_nilpotent m)
  have hc := lower_mul_exp (d := 0) (by rw [hcT.eq, add_zero]) (Commute.zero_left _)
    (h.cluster_nilpotent m)
  rw [mul_assoc, mul_assoc d, add_mul, hb, hc]
  noncomm_ring

/-- On the cluster state `exp(T) v` built on a photon vacuum `v`, the photon annihilator acts
as the shift. -/
theorem annihilator_on_cluster_state {V : Type*} [AddCommGroup V] [Module A V]
    (h : IsPhotonCluster b c X) (m : ℕ) {v : V} (hv : b • v = 0) :
    b • (IsNilpotent.exp (cluster c X m) • v) =
      shift c X m • (IsNilpotent.exp (cluster c X m) • v) := by
  have hb := lower_mul_exp (h.lower_mul_cluster m) (h.shift_commute m) (h.cluster_nilpotent m)
  have hs := lower_mul_exp (d := 0) (by rw [(h.shift_commute m).eq, add_zero])
    (Commute.zero_left _) (h.cluster_nilpotent m)
  rw [← mul_smul, ← mul_smul, hb, hs, mul_smul, mul_smul, add_smul, hv, zero_add, add_zero]

end IsPhotonCluster

end

end QEDCoupledClusterShift
```

```lean
#print axioms QEDCoupledClusterShift.IsPhotonCluster.transformed_annihilator
#print axioms QEDCoupledClusterShift.IsPhotonCluster.transformed_annihilator_one
#print axioms QEDCoupledClusterShift.IsPhotonCluster.transformed_coupling
#print axioms QEDCoupledClusterShift.IsPhotonCluster.annihilator_on_cluster_state
```

```
'QEDCoupledClusterShift.IsPhotonCluster.transformed_annihilator' depends on axioms: [propext, Classical.choice, Quot.sound]
'QEDCoupledClusterShift.IsPhotonCluster.transformed_annihilator_one' depends on axioms: [propext, Classical.choice, Quot.sound]
'QEDCoupledClusterShift.IsPhotonCluster.transformed_coupling' depends on axioms: [propext, Classical.choice, Quot.sound]
'QEDCoupledClusterShift.IsPhotonCluster.annihilator_on_cluster_state' depends on axioms: [propext, Classical.choice, Quot.sound]
```

### What the Lean statements say about the molecule and the mode

The operators are elements of a ring `A`, in general noncommutative. From `lower_mul_exp` onwards it is also an algebra over ℚ, which supplies the factors $1/k!$. Complex amplitudes are allowed, because a complex algebra is also a rational one.

The structure `IsPhotonCluster b c X` collects the physical assumptions. Its field `ccr` is the bosonic commutation relation of one mode. The field `nilpotent` stands for the finite supply of electrons to excite, and `comm` for excitations that all lead from the occupied to the virtual orbitals of one reference determinant. The fields `comm_b` and `comm_c` say that electronic and photonic operators act on different degrees of freedom. The creator, usually written $b^\dagger$, is called `c`, and it is not required to be the adjoint of `b`.

`X` is an infinite sequence, of which `cluster c X m` uses the members $0,\dots,m$; unused ones may be zero. `shift c X m` is $D$, where `(j + 1) •` means an integer multiple. `IsNilpotent.exp` is the finite exponential series. The main theorem, `transformed_annihilator`, writes the shift out as a sum.

In `transformed_coupling` the operator `d` is arbitrary, whereas in `lower_mul_pow` and `lower_mul_exp` the same letter denotes a commutator. In `annihilator_on_cluster_state` the states form a module `V` over `A`, and the photon vacuum is any `v` with `b • v = 0`. It need not be normalised and may carry any electronic state.

`isPhotonCluster_witness` gives a concrete example: a two-level electronic system whose photon mode acts on polynomials, with $b=d/dx$, $c$ multiplication by $x$, and every $X_j$ equal to the matrix unit $E_{12}$.

In QED coupled cluster the identity gives the transformed photon operators in the Hamiltonian in closed form, for a single mode and for cluster operators in which every term contains an electronic excitation. A purely photonic term such as $\gamma c$ with a number $\gamma\neq0$, which QED coupled-cluster methods commonly include, is excluded, because $\gamma$ is not nilpotent. The commutator $[b,T]=D$ does not need nilpotency and holds with such a term as well, but the series for $e^T$ then no longer ends. A photon space truncated to finite dimension is excluded too: there the trace of $bc-cb$ is zero, while that of the identity is not. For the excitation operators of a molecule, the Lean code assumes the relations in `IsPhotonCluster`; it does not derive them from the anticommutation rules of the electrons.

### How the lemmas carry the calculation

`lower_mul_pow` is the power rule, proved by the induction shown above; its `calc` block does the same calculation, but substitutes the induction hypothesis and the two commutation rules one line later than the display. `term_commute` states that dressed excitations commute. `cluster_nilpotent` uses it in an induction on `m`, adding one term at a time with `Commute.isNilpotent_add`, and `shift_commute` uses it to obtain $DT=TD$.

`lower_mul_cluster` is $bT=Tb+D$. The rewrite with `sum_range_succ'` separates the term $j=0$, which `h0` shows to commute with $b$. The local statement `key` treats the other terms by applying `lower_mul_pow` to powers of $c$.

`lower_mul_exp` is the identity $be^t=e^t(b+d)$ for a nilpotent $t$. The two ways of cutting off the series are `e1`, with $n$ terms, and `e2`, with $n+1$. Its `key` says that moving $b$ through the term of order $k+1$ leaves behind the term of order $k$ times $d$, the factor $k+1$ cancelling against the factorial. The shorter sum is used for the exponential that multiplies $d$ and the longer one for the others, so that both sides match term by term.

`transformed_annihilator` then cancels $e^{-T}e^T$, and `transformed_annihilator_one` is its case $m=1$. The last two theorems use `lower_mul_exp` a second time with commutator zero: once with $c$ in the place of $b$, to move $c$ through $e^T$, and once with $D$ in that place, to move the shift through.
